# On-site repair of the acoustic sum rule keeps force constants symmetric exactly when every off-site block sum is symmetric

Let $i,j$ label a finite set of atoms. The force constants are real $d\times d$ Cartesian blocks $\Phi_{ij}$, and the full matrix is symmetric when $\Phi_{ij}^T=\Phi_{ji}$ for all $i,j$. Write

$$R_i=\sum_j\Phi_{ij},\qquad S_i=\sum_{j\ne i}\Phi_{ij}.$$

The acoustic sum rule is $R_i=0$ for every $i$. A repair of $\Phi$ is a symmetric $\Psi$ that has the same off-site blocks and obeys the sum rule. For symmetric $\Phi$,

$$\text{a repair exists}\iff S_i^T=S_i\ \text{for every } i,$$

and any repair has $\Psi_{ii}=-S_i$.

## Resetting on-site blocks in a phonon code

Numerically computed force constants often violate the sum rule slightly, and a simple correction overwrites each on-site block with $-S_i$. In a finite harmonic model whose input $\Phi$ is already symmetric, the criterion tells a code whether this correction leaves a symmetric matrix. If it fails, an eigensolver that reads only one triangle of the matrix diagonalises a different matrix from the one stored. Symmetrising the on-site blocks afterwards restores the symmetry but breaks the sum rule: it leaves the row sum $(S_i-S_i^T)/2$, which is nonzero wherever $S_i$ is not symmetric.

## From rigid shifts to the symmetry criterion

Let $\Phi$ be symmetric throughout this section. For displacements $u_i$, the energy is $E(u)=\frac12\sum_{ij}u_i^T\Phi_{ij}u_j$. Shift every atom by $t$. Since $t^T\Phi_{ij}u_j=u_j^T\Phi_{ji}t$, the two cross terms are equal after relabelling, and

$$E(u+t)=E(u)+\sum_i u_i^TR_it+\tfrac12\sum_i t^TR_it.$$

If all $R_i=0$, the energy is translation invariant. Conversely, suppose it is invariant. Setting $u=0$ shows that the last term is zero, so the linear term vanishes for every $u$. Choosing $u_i=R_it$ gives $\sum_i|R_it|^2=0$, hence $R_it=0$ for all $t$, and $R_i=0$.

Now fix the off-site blocks. The row sum of $\Psi$ is $\Psi_{ii}+S_i$, so the sum rule says exactly $\Psi_{ii}=-S_i$. This gives uniqueness. Symmetry of $\Psi$ makes $\Psi_{ii}$ symmetric, and therefore $S_i$ too. Conversely, if every $S_i$ is symmetric, setting $\Psi_{ii}=-S_i$ gives a repair.

One atom need not be tested. Because $S_i=R_i-\Phi_{ii}$,

$$\sum_i(S_i^T-S_i)=\sum_{ij}(\Phi_{ji}-\Phi_{ij})-\sum_i(\Phi_{ii}^T-\Phi_{ii})=0,$$

so if all but one of the $S_i$ are symmetric, the last one is as well.

Symmetric off-site blocks are sufficient, since their sums are symmetric, but not necessary. Take three atoms in the plane with zero on-site blocks, $\Phi_{01}=\Phi_{12}=\Phi_{20}=J$ and the reversed blocks equal to $-J=J^T$, where $J=\begin{pmatrix}0&1\\-1&0\end{pmatrix}$. Each row sums to $J-J=0$, although $J$ is not symmetric. This is an algebraic example, not a stable molecule: a nonzero symmetric matrix with zero trace has a negative eigenvalue.

## The Lean file

```lean
import Mathlib

open Matrix

namespace AcousticSumRuleRepair

/-- Harmonic force constants: one real Cartesian block for each ordered pair of atoms. -/
abbrev ForceConstants (ι κ : Type*) := ι → ι → Matrix κ κ ℝ

/-- The full force-constant matrix is symmetric: transposing the block of the pair `(i, j)`
gives the block of `(j, i)`. -/
def IsSymmetric {ι κ : Type*} (Φ : ForceConstants ι κ) : Prop :=
  ∀ i j, (Φ i j)ᵀ = Φ j i

variable {ι κ : Type*} [Fintype ι]

/-- The acoustic sum rule: the blocks in each row add up to zero. -/
def AcousticSumRule (Φ : ForceConstants ι κ) : Prop :=
  ∀ i, ∑ j, Φ i j = 0

/-- The harmonic potential energy of the atomic displacements `u`. -/
noncomputable def harmonicEnergy [Fintype κ] (Φ : ForceConstants ι κ) (u : ι → κ → ℝ) : ℝ :=
  1 / 2 * ∑ i, ∑ j, u i ⬝ᵥ Φ i j *ᵥ u j

/-- A sum of bilinear forms is the bilinear form of the summed blocks. -/
lemma sum_bilinear [Fintype κ] (A : ι → Matrix κ κ ℝ) (v w : κ → ℝ) :
    v ⬝ᵥ (∑ j, A j) *ᵥ w = ∑ j, v ⬝ᵥ A j *ᵥ w := by
  classical
  have h : ∀ s : Finset ι, v ⬝ᵥ (∑ j ∈ s, A j) *ᵥ w = ∑ j ∈ s, v ⬝ᵥ A j *ᵥ w := by
    intro s
    induction s using Finset.induction_on with
    | empty => simp
    | insert a s ha ih =>
      rw [Finset.sum_insert ha, Finset.sum_insert ha, Matrix.add_mulVec, dotProduct_add, ih]
  exact h Finset.univ

/-- For symmetric force constants, the change of the harmonic energy under a rigid shift `t` of the
displacements `u` is given by `u`, `t` and the block row sums. -/
theorem harmonicEnergy_shift [Fintype κ] {Φ : ForceConstants ι κ} (hΦ : IsSymmetric Φ)
    (u : ι → κ → ℝ) (t : κ → ℝ) :
    harmonicEnergy Φ (fun i => u i + t) = harmonicEnergy Φ u
      + ∑ i, u i ⬝ᵥ (∑ j, Φ i j) *ᵥ t + 1 / 2 * ∑ i, t ⬝ᵥ (∑ j, Φ i j) *ᵥ t := by
  -- the two cross terms agree by symmetry of the force constants
  have hcross : ∑ i, ∑ j, t ⬝ᵥ Φ i j *ᵥ u j = ∑ i, ∑ j, u i ⬝ᵥ Φ i j *ᵥ t := by
    rw [Finset.sum_comm]
    refine Finset.sum_congr rfl fun i _ => Finset.sum_congr rfl fun j _ => ?_
    rw [← hΦ i j, Matrix.mulVec_transpose, dotProduct_comm, ← Matrix.dotProduct_mulVec]
  simp only [harmonicEnergy, sum_bilinear, Matrix.mulVec_add, add_dotProduct, dotProduct_add,
    Finset.sum_add_distrib]
  linear_combination (1 / 2) * hcross

/-- For symmetric force constants the acoustic sum rule holds exactly when the harmonic energy
is unchanged by every rigid translation. -/
theorem acousticSumRule_iff_translation_invariant [Fintype κ] {Φ : ForceConstants ι κ}
    (hΦ : IsSymmetric Φ) :
    AcousticSumRule Φ ↔
      ∀ u t, harmonicEnergy Φ (fun i => u i + t) = harmonicEnergy Φ u := by
  classical
  constructor
  · intro hA u t
    have hA' : ∀ i, ∑ j, Φ i j = 0 := hA
    rw [harmonicEnergy_shift hΦ]
    simp [hA']
  · intro h
    -- the term linear in the displacements must vanish by itself
    have lin : ∀ (u : ι → κ → ℝ) (t : κ → ℝ), ∑ i, u i ⬝ᵥ (∑ j, Φ i j) *ᵥ t = 0 := by
      intro u t
      have h0 := (h (fun _ => 0) t).symm.trans (harmonicEnergy_shift hΦ (fun _ => 0) t)
      have h1 := (h u t).symm.trans (harmonicEnergy_shift hΦ u t)
      simp only [zero_dotProduct, Finset.sum_const_zero] at h0
      linarith
    have hz : ∀ i t, (∑ j, Φ i j) *ᵥ t = 0 := by
      intro i t
      have hs : ∑ k, ((∑ j, Φ k j) *ᵥ t) ⬝ᵥ ((∑ j, Φ k j) *ᵥ t) = 0 :=
        lin (fun k => (∑ j, Φ k j) *ᵥ t) t
      have hn : ∀ k ∈ Finset.univ, 0 ≤ ((∑ j, Φ k j) *ᵥ t) ⬝ᵥ ((∑ j, Φ k j) *ᵥ t) :=
        fun k _ => Finset.sum_nonneg fun a _ => mul_self_nonneg _
      exact dotProduct_self_eq_zero.1
        ((Finset.sum_eq_zero_iff_of_nonneg hn).1 hs i (Finset.mem_univ i))
    intro i
    generalize hR : ∑ j, Φ i j = R
    have hzi := hz i
    rw [hR] at hzi
    ext a b
    have hab := congrFun (hzi (Pi.single b 1)) a
    simpa using hab

variable [DecidableEq ι]

/-- The sum of the blocks that couple atom `i` to all other atoms. -/
def offSiteSum (Φ : ForceConstants ι κ) (i : ι) : Matrix κ κ ℝ :=
  ∑ j ∈ Finset.univ.erase i, Φ i j

/-- The on-site reset: each on-site block is replaced by minus the off-site sum. -/
def resetOnSite (Φ : ForceConstants ι κ) : ForceConstants ι κ :=
  fun i j => if i = j then -offSiteSum Φ i else Φ i j

/-- `Ψ` repairs `Φ`: it has the same off-site blocks, is symmetric and obeys the acoustic
sum rule. -/
def IsRepair (Φ Ψ : ForceConstants ι κ) : Prop :=
  (∀ i j, i ≠ j → Ψ i j = Φ i j) ∧ IsSymmetric Ψ ∧ AcousticSumRule Ψ

/-- With given off-site blocks, the acoustic sum rule holds exactly when every on-site block is
minus the off-site sum. -/
theorem acousticSumRule_iff_onSite {Φ Ψ : ForceConstants ι κ}
    (h : ∀ i j, i ≠ j → Ψ i j = Φ i j) :
    AcousticSumRule Ψ ↔ ∀ i, Ψ i i = -offSiteSum Φ i := by
  have key : ∀ i, ∑ j, Ψ i j = Ψ i i + offSiteSum Φ i := by
    intro i
    have h1 : ∑ j ∈ Finset.univ.erase i, Ψ i j = offSiteSum Φ i :=
      Finset.sum_congr rfl fun j hj => h i j (Finset.ne_of_mem_erase hj).symm
    rw [← h1]
    exact (Finset.add_sum_erase Finset.univ (Ψ i) (Finset.mem_univ i)).symm
  constructor
  · intro hs i
    exact eq_neg_of_add_eq_zero_left ((key i).symm.trans (hs i))
  · intro hs i
    rw [key, hs i, neg_add_cancel]

/-- Symmetric force constants can be repaired by changing on-site blocks only if and only if
every off-site sum is a symmetric matrix, and any repair is the on-site reset. -/
theorem repair_exists_iff_and_unique {Φ : ForceConstants ι κ} (hΦ : IsSymmetric Φ) :
    ((∃ Ψ, IsRepair Φ Ψ) ↔ ∀ i, (offSiteSum Φ i).IsSymm) ∧
      ∀ Ψ, IsRepair Φ Ψ → Ψ = resetOnSite Φ := by
  refine ⟨⟨?_, ?_⟩, ?_⟩
  · -- the on-site block of a repair is symmetric and equals minus the off-site sum
    rintro ⟨Ψ, hoff, hsym, hasr⟩ i
    have e := (acousticSumRule_iff_onSite hoff).1 hasr i
    have e' : offSiteSum Φ i = -Ψ i i := by rw [e, neg_neg]
    have hs : (Ψ i i).IsSymm := hsym i i
    rw [e']
    exact hs.neg
  · intro hc
    have hoff : ∀ i j, i ≠ j → resetOnSite Φ i j = Φ i j := by
      intro i j hij
      simp [resetOnSite, hij]
    refine ⟨resetOnSite Φ, hoff, ?_, ?_⟩
    · intro i j
      by_cases hij : i = j
      · subst hij
        simp [resetOnSite, (hc i).eq]
      · rw [hoff i j hij, hoff j i (Ne.symm hij)]
        exact hΦ i j
    · exact (acousticSumRule_iff_onSite hoff).2 fun i => by simp [resetOnSite]
  · rintro Ψ ⟨hoff, -, hasr⟩
    funext i j
    by_cases hij : i = j
    · subst hij
      simpa [resetOnSite] using (acousticSumRule_iff_onSite hoff).1 hasr i
    · simpa [resetOnSite, hij] using hoff i j hij

/-- For symmetric force constants, if the off-site sums of all atoms but one are symmetric, so is
that of the remaining atom. -/
theorem offSiteSum_symm_of_all_but_one {Φ : ForceConstants ι κ} (hΦ : IsSymmetric Φ) (i₀ : ι)
    (h : ∀ i, i ≠ i₀ → (offSiteSum Φ i).IsSymm) : (offSiteSum Φ i₀).IsSymm := by
  have hΦ' : ∀ i j, (Φ i j)ᵀ = Φ j i := hΦ
  have hS : ∀ i, offSiteSum Φ i = ∑ j, Φ i j - Φ i i := fun i =>
    eq_sub_of_add_eq' (Finset.add_sum_erase Finset.univ (Φ i) (Finset.mem_univ i))
  -- the antisymmetric parts cancel in the sum over all atoms
  have tot : ∑ i, ((offSiteSum Φ i)ᵀ - offSiteSum Φ i) = 0 := by
    simp only [hS, Matrix.transpose_sub, Matrix.transpose_sum, hΦ', Finset.sum_sub_distrib]
    rw [Finset.sum_comm, sub_self]
  rw [Finset.sum_eq_single i₀ (fun i _ hi => sub_eq_zero.mpr (h i hi).eq)
    (fun hn => absurd (Finset.mem_univ _) hn)] at tot
  exact sub_eq_zero.mp tot

/-- Symmetric force constants can be repaired if every off-site block is itself symmetric. -/
theorem repair_of_symmetric_blocks {Φ : ForceConstants ι κ} (hΦ : IsSymmetric Φ)
    (h : ∀ i j, i ≠ j → (Φ i j).IsSymm) : ∃ Ψ, IsRepair Φ Ψ := by
  refine (repair_exists_iff_and_unique hΦ).1.2 fun i => ?_
  change (∑ j ∈ Finset.univ.erase i, Φ i j)ᵀ = ∑ j ∈ Finset.univ.erase i, Φ i j
  rw [Matrix.transpose_sum]
  exact Finset.sum_congr rfl fun j hj => (h i j (Finset.ne_of_mem_erase hj).symm).eq

/-- Three atoms in the plane, coupled around a triangle by antisymmetric blocks. -/
def triangle : ForceConstants (Fin 3) (Fin 2) := fun i j =>
  (!![0, 1, -1; -1, 0, 1; 1, -1, 0] : Matrix (Fin 3) (Fin 3) ℝ) i j • !![0, 1; -1, 0]

/-- The triangle is its own repair although the block between atoms 0 and 1 is not symmetric. -/
theorem triangle_witness :
    IsSymmetric triangle ∧ IsRepair triangle triangle ∧ ¬ (triangle 0 1).IsSymm := by
  have hs : IsSymmetric triangle := by
    intro i j
    ext a b
    fin_cases i <;> fin_cases j <;> fin_cases a <;> fin_cases b <;> simp [triangle]
  refine ⟨hs, ⟨fun _ _ _ => rfl, hs, ?_⟩, ?_⟩
  · intro i
    rw [Fin.sum_univ_three]
    ext a b
    fin_cases i <;> fin_cases a <;> fin_cases b <;> simp [triangle]
  · intro h
    have h01 := h.apply 0 1
    norm_num [triangle] at h01

end AcousticSumRuleRepair
```

```lean
#print axioms AcousticSumRuleRepair.acousticSumRule_iff_translation_invariant
-- 'AcousticSumRuleRepair.acousticSumRule_iff_translation_invariant' depends on axioms: [propext, Classical.choice, Quot.sound]
#print axioms AcousticSumRuleRepair.acousticSumRule_iff_onSite
-- 'AcousticSumRuleRepair.acousticSumRule_iff_onSite' depends on axioms: [propext, Classical.choice, Quot.sound]
#print axioms AcousticSumRuleRepair.offSiteSum_symm_of_all_but_one
-- 'AcousticSumRuleRepair.offSiteSum_symm_of_all_but_one' depends on axioms: [propext, Classical.choice, Quot.sound]
#print axioms AcousticSumRuleRepair.repair_of_symmetric_blocks
-- 'AcousticSumRuleRepair.repair_of_symmetric_blocks' depends on axioms: [propext, Classical.choice, Quot.sound]
```

## Reading the theorems, and their scope

The type `ι` labels atoms and `κ` Cartesian components. `IsSymmetric` concerns the full matrix, whereas `IsSymm` concerns a single block. `offSiteSum Φ i` is $S_i$, and `resetOnSite Φ` is the corrected matrix.

In `repair_exists_iff_and_unique`, the hypothesis `hΦ` is symmetry of the input, which expresses the equality of mixed second derivatives of the energy. The proof obtains the on-site formula from `acousticSumRule_iff_onSite`, which splits off the diagonal term of the row sum, then treats $i=j$ and $i\ne j$ separately. In `harmonicEnergy_shift`, `hcross` equates the cross terms; `acousticSumRule_iff_translation_invariant` isolates the linear term as `lin` and uses the sum of squares. For the triangle, the entries are checked case by case.

The theorems concern exact real numbers, so a floating-point test of $S_i^T=S_i$ needs a tolerance. They do not address rotational invariance, crystal symmetry, positive eigenvalues or infinitely many interacting atoms.

A different definition of repair would let the off-site blocks change too. A repair would then always exist, since the zero matrix qualifies, but it would generally not be unique; a useful correction would need a further criterion, such as the smallest change to $\Phi$.
